# The largest error of an energy variance computed as ‖Hx‖² − q² with relative errors in both terms

Rounding is modelled here by two real numbers, d1 and d2, rather than by following every floating-point operation. For a linear operator H and a unit vector x, let q = Re⟨x,Hx⟩ be the energy and s = ‖Hx − qx‖ the residual norm; for self-adjoint H, s² is the exact energy variance. The computed variance is taken to be

(1 + d1)‖Hx‖² − (1 + d2)q², with |d1| ≤ eps and |d2| ≤ eps.

The number eps stands for the relative accuracy with which each of the two terms is obtained, including whatever error has accumulated in a long sum. The final subtraction is taken as exact. It is an assumption that q² has a small relative error: if the sum for q itself suffers cancellation, eps must be large enough to cover that.

In this two-error model, the largest possible deviation from s² is eps(s² + 2q²). For an iterative eigensolver that judges convergence by this difference of two terms, the part 2 eps q² remains even when the residual vanishes.

```lean
import Mathlib

open scoped InnerProductSpace

namespace ComputedEnergyVariance

noncomputable section

variable {E : Type*} [NormedAddCommGroup E] [InnerProductSpace ℂ E]
```

`E` is a complex inner-product space, of finite or infinite dimension. Mathlib's inner product is conjugate-linear in its first argument, as in Dirac notation.

```lean
/-- The energy `q`, the real part of `⟨x, H x⟩`. -/
def energy (H : E →ₗ[ℂ] E) (x : E) : ℝ := (inner ℂ x (H x)).re
```

The type `H : E →ₗ[ℂ] E` says that H is a linear map defined on every vector of E. Taking the real part makes q a real number even when H is not self-adjoint.

```lean
/-- The residual norm `s = ‖H x - q x‖`. -/
def residual (H : E →ₗ[ℂ] E) (x : E) : ℝ := ‖H x - (energy H x : ℂ) • x‖
```

This is s = ‖Hx − qx‖. The annotation `(energy H x : ℂ)` regards the real number q as a complex one, so that it can multiply a vector.

```lean
/-- The variance `‖H x‖² - q²` evaluated with relative errors `d1` and `d2` in its two terms. -/
def computedVariance (H : E →ₗ[ℂ] E) (x : E) (d1 d2 : ℝ) : ℝ :=
  (1 + d1) * ‖H x‖ ^ 2 - (1 + d2) * energy H x ^ 2
```

With d1 = d2 = 0 this is the exact expression ‖Hx‖² − q².

```lean
/-- All values of `|computed variance - s²|` that relative errors `d1`, `d2` of size at most `eps`
can produce. -/
def roundoffErrors (H : E →ₗ[ℂ] E) (x : E) (eps : ℝ) : Set ℝ :=
  {e | ∃ d1 d2 : ℝ, |d1| ≤ eps ∧ |d2| ≤ eps ∧
    e = |computedVariance H x d1 d2 - residual H x ^ 2|}
```

This is the set of all values |computed variance − s²| as d1 and d2 range independently over [−eps, eps].

```lean
/-- The operator `H - mu` with a real energy shift `mu`. -/
def shifted (H : E →ₗ[ℂ] E) (mu : ℝ) : E →ₗ[ℂ] E := H - (mu : ℂ) • LinearMap.id
```

This is H − mu, with mu a real energy shift times the identity.

```lean
/-- For self-adjoint `H` the energy is the full expectation value `⟨x, H x⟩`. -/
theorem energy_eq_expectation {H : E →ₗ[ℂ] E} (hH : H.IsSymmetric) (x : E) :
    (energy H x : ℂ) = inner ℂ x (H x) :=
  Complex.conj_eq_iff_re.mp (by rw [inner_conj_symm]; exact hH x x)
```

`H.IsSymmetric` means ⟨Hx,y⟩ = ⟨x,Hy⟩ for all x and y. Then ⟨x,Hx⟩ equals its own complex conjugate, so it is real and q is the whole expectation value. The proof uses exactly this criterion, `Complex.conj_eq_iff_re`.

```lean
/-- For a unit vector, `‖H x‖²` is the squared residual norm plus the squared energy. -/
theorem norm_sq_eq (H : E →ₗ[ℂ] E) {x : E} (hx : ‖x‖ = 1) :
    ‖H x‖ ^ 2 = residual H x ^ 2 + energy H x ^ 2 := by
  have h := norm_sub_sq (𝕜 := ℂ) (H x) ((energy H x : ℂ) • x)
  have h0 : (inner ℂ (H x) x).re = energy H x := by
    unfold energy
    rw [← inner_conj_symm (H x) x, Complex.conj_re]
  -- the cross term and the last term are both given by the squared energy
  have h1 : RCLike.re (inner ℂ (H x) ((energy H x : ℂ) • x)) = energy H x ^ 2 := by
    rw [inner_smul_right]
    change ((energy H x : ℂ) * inner ℂ (H x) x).re = _
    rw [Complex.re_ofReal_mul, h0]
    ring
  have h2 : ‖(energy H x : ℂ) • x‖ ^ 2 = energy H x ^ 2 := by
    rw [norm_smul, hx, mul_one, Complex.norm_real, Real.norm_eq_abs, sq_abs]
  rw [h1, h2] at h
  unfold residual
  linarith
```

The hypothesis `hx` says that x is normalised. By hand, one expands the square:

s² = ‖Hx‖² − 2 Re⟨Hx,qx⟩ + ‖qx‖².

Since q is real and Re⟨Hx,x⟩ = Re⟨x,Hx⟩ = q, the cross term is −2q². The last term is q² because ‖x‖ = 1. Hence

‖Hx‖² = s² + q².

In Lean, `norm_sub_sq` supplies the expansion, `h1` and `h2` evaluate the two terms, and `linarith` rearranges the result. Self-adjointness is not needed.

```lean
/-- For self-adjoint `H` and a unit vector, the squared residual norm is the energy variance
`⟨H²⟩ - ⟨H⟩²`. -/
theorem residual_sq_eq_variance {H : E →ₗ[ℂ] E} (hH : H.IsSymmetric) {x : E}
    (hx : ‖x‖ = 1) :
    ((residual H x ^ 2 : ℝ) : ℂ) = inner ℂ x (H (H x)) - (inner ℂ x (H x)) ^ 2 := by
  have h : inner ℂ (H x) (H x) = ((‖H x‖ ^ 2 : ℝ) : ℂ) := by
    simp [inner_self_eq_norm_sq_to_K]
  rw [← hH x (H x), h, ← energy_eq_expectation hH, norm_sq_eq H hx]
  push_cast
  ring
```

Here self-adjointness gives s² its physical meaning. Moving one H across the inner product yields

⟨x,H²x⟩ = ⟨Hx,Hx⟩ = ‖Hx‖² = s² + q²,

and subtracting ⟨x,Hx⟩² = q² leaves s² = ⟨H²⟩ − ⟨H⟩². The rewrites with `hH`, `energy_eq_expectation` and `norm_sq_eq` follow these steps; the equation is stated between complex numbers because the inner products are complex.

```lean
/-- For a unit vector, the computed variance minus `s²` is `d1 s² + (d1 - d2) q²`. -/
theorem computedVariance_error (H : E →ₗ[ℂ] E) {x : E} (hx : ‖x‖ = 1) (d1 d2 : ℝ) :
    computedVariance H x d1 d2 - residual H x ^ 2
      = d1 * residual H x ^ 2 + (d1 - d2) * energy H x ^ 2 := by
  unfold computedVariance
  rw [norm_sq_eq H hx]
  ring
```

Substituting ‖Hx‖² = s² + q² gives

(1 + d1)(s² + q²) − (1 + d2)q² − s² = d1 s² + (d1 − d2)q².

The tactic `rw` makes the substitution and `ring` does the algebra. An error common to both terms cancels in front of q², while opposite errors add.

```lean
/-- For a unit vector and relative errors of size at most `eps` in the two terms, the largest
possible error of the computed variance is exactly `eps (s² + 2 q²)`. -/
theorem isGreatest_roundoffErrors (H : E →ₗ[ℂ] E) {x : E} (hx : ‖x‖ = 1)
    {eps : ℝ} (heps : 0 ≤ eps) :
    IsGreatest (roundoffErrors H x eps)
      (eps * (residual H x ^ 2 + 2 * energy H x ^ 2)) := by
  constructor
  · -- opposite errors `d1 = eps`, `d2 = -eps` attain the bound
    refine ⟨eps, -eps, (abs_of_nonneg heps).le, ?_, ?_⟩
    · rw [abs_neg, abs_of_nonneg heps]
    · have h : eps * residual H x ^ 2 + (eps - -eps) * energy H x ^ 2
          = eps * (residual H x ^ 2 + 2 * energy H x ^ 2) := by ring
      rw [computedVariance_error H hx, h, abs_of_nonneg (by positivity)]
  · rintro e ⟨d1, d2, h1, h2, rfl⟩
    rw [computedVariance_error H hx]
    obtain ⟨h1l, h1u⟩ := abs_le.mp h1
    obtain ⟨h2l, h2u⟩ := abs_le.mp h2
    have hs := sq_nonneg (residual H x)
    have hq := sq_nonneg (energy H x)
    -- each relative error is bounded separately, weighted by `s²` or `q²`
    have a1 := mul_le_mul_of_nonneg_right h1l hs
    have a2 := mul_le_mul_of_nonneg_right h1u hs
    have a3 := mul_le_mul_of_nonneg_right h1l hq
    have a4 := mul_le_mul_of_nonneg_right h1u hq
    have a5 := mul_le_mul_of_nonneg_right h2l hq
    have a6 := mul_le_mul_of_nonneg_right h2u hq
    rw [abs_le]
    constructor <;> nlinarith
```

`IsGreatest` makes two statements: the number belongs to the set of errors, and no member of the set exceeds it. The proof treats them in that order.

For membership, take d1 = eps and d2 = −eps. The error is then

eps s² + 2 eps q² = eps(s² + 2q²),

which is nonnegative, so the absolute value changes nothing.

For the upper bound, let d1 and d2 be any admissible errors. Then

|d1 s² + (d1 − d2)q²| ≤ |d1| s² + (|d1| + |d2|)q² ≤ eps(s² + 2q²).

Lean splits each absolute value into two inequalities, multiplies them by s² or q² in `a1` to `a6`, and lets `nlinarith` combine them.

```lean
/-- For a unit vector, some admissible rounding lets the computed variance pass the stopping test `≤
tol` exactly when `(1 - eps) s² ≤ tol + 2 eps q²`. -/
theorem stopping_test_can_pass_iff (H : E →ₗ[ℂ] E) {x : E} (hx : ‖x‖ = 1)
    {eps : ℝ} (heps : 0 ≤ eps) (tol : ℝ) :
    (∃ d1 d2 : ℝ, |d1| ≤ eps ∧ |d2| ≤ eps ∧ computedVariance H x d1 d2 ≤ tol) ↔
      (1 - eps) * residual H x ^ 2 ≤ tol + 2 * eps * energy H x ^ 2 := by
  constructor
  · rintro ⟨d1, d2, h1, h2, h⟩
    have he := computedVariance_error H hx d1 d2
    have a1 := mul_le_mul_of_nonneg_right (abs_le.mp h1).1 (sq_nonneg (residual H x))
    have a2 := mul_le_mul_of_nonneg_right (abs_le.mp h1).1 (sq_nonneg (energy H x))
    have a3 := mul_le_mul_of_nonneg_right (abs_le.mp h2).2 (sq_nonneg (energy H x))
    nlinarith
  · intro h
    -- the most favourable rounding is `d1 = -eps`, `d2 = eps`
    refine ⟨-eps, eps, ?_, (abs_of_nonneg heps).le, ?_⟩
    · rw [abs_neg, abs_of_nonneg heps]
    · have he := computedVariance_error H hx (-eps) eps
      nlinarith
```

A solver may stop when the computed variance is at most `tol`. The theorem says when at least one admissible pair of errors lets this test pass. By the error formula, the computed variance is

(1 + d1)s² + (d1 − d2)q² ≥ (1 − eps)s² − 2 eps q²,

with equality at d1 = −eps, d2 = eps. Some pair therefore passes exactly when this smallest value is at most `tol`, that is, when

(1 − eps)s² ≤ tol + 2 eps q².

The first half of the proof derives the inequality from a passing pair, and the second supplies the most favourable pair. For eps < 1, a passed test thus guarantees only s² ≤ (tol + 2 eps q²)/(1 − eps).

```lean
/-- At an exact unit eigenvector with real eigenvalue `a`, the computed variance is
`(d1 - d2) a²`. -/
theorem computedVariance_eigenvector (H : E →ₗ[ℂ] E) {x : E} (hx : ‖x‖ = 1) {a : ℝ}
    (ha : H x = (a : ℂ) • x) (d1 d2 : ℝ) :
    computedVariance H x d1 d2 = (d1 - d2) * a ^ 2 := by
  have hq : energy H x = a := by
    unfold energy
    rw [ha, inner_smul_right, inner_self_eq_norm_sq_to_K, hx]
    simp
  have hn : ‖H x‖ ^ 2 = a ^ 2 := by
    rw [ha, norm_smul, hx, mul_one, Complex.norm_real, Real.norm_eq_abs, sq_abs]
  unfold computedVariance
  rw [hq, hn]
  ring
```

If Hx = ax with a real, then q = a and ‖Hx‖² = a², so the computed variance is

(1 + d1)a² − (1 + d2)a² = (d1 − d2)a².

The true variance is zero, but the computed one is negative whenever d1 < d2 and a ≠ 0. The proof establishes the two values as `hq` and `hn` and inserts them.

```lean
/-- A real shift `mu` of the operator lowers the energy of a unit vector by `mu` and leaves the
residual norm unchanged. -/
theorem energy_residual_shifted (H : E →ₗ[ℂ] E) {x : E} (hx : ‖x‖ = 1) (mu : ℝ) :
    energy (shifted H mu) x = energy H x - mu ∧
      residual (shifted H mu) x = residual H x := by
  have happ : shifted H mu x = H x - (mu : ℂ) • x := by simp [shifted]
  have hq : energy (shifted H mu) x = energy H x - mu := by
    unfold energy
    rw [happ, inner_sub_right, inner_smul_right, inner_self_eq_norm_sq_to_K, hx]
    simp
  refine ⟨hq, ?_⟩
  have hv : H x - (mu : ℂ) • x - ((energy H x - mu : ℝ) : ℂ) • x
      = H x - (energy H x : ℂ) • x := by
    push_cast
    module
  unfold residual
  rw [hq, happ, hv]
```

For a unit vector, Re⟨x,(H − mu)x⟩ = q − mu. The shift then drops out of the residual vector:

(H − mu)x − (q − mu)x = Hx − qx.

These are the steps `hq` and `hv`; the tactic `module` checks the vector identity.

```lean
/-- If the variance for a unit vector is computed from `H - mu`, the largest possible error is
exactly `eps (s² + 2 (q - mu)²)`, with `s` and `q` those of `H`. -/
theorem isGreatest_roundoffErrors_shifted (H : E →ₗ[ℂ] E) {x : E} (hx : ‖x‖ = 1)
    {eps : ℝ} (heps : 0 ≤ eps) (mu : ℝ) :
    IsGreatest (roundoffErrors (shifted H mu) x eps)
      (eps * (residual H x ^ 2 + 2 * (energy H x - mu) ^ 2)) := by
  have h := isGreatest_roundoffErrors (shifted H mu) hx heps
  obtain ⟨hq, hs⟩ := energy_residual_shifted H hx mu
  rwa [hq, hs] at h

end

end ComputedEnergyVariance
```

Applying the sharp bound to H − mu and inserting the shifted energy and the unchanged residual norm gives the largest error

eps(s² + 2(q − mu)²).

For the same eps > 0, a shift with |q − mu| < |q| lowers the bound, and the choice mu = q makes it eps s². The relative errors now refer to ‖(H − mu)x‖² and (q − mu)². At mu = q the second term is zero, so the model takes it as computed without error; in an actual calculation rounding can leave a small nonzero value, which no relative error describes. Here eps must also cover the rounding committed while forming the vector (H − mu)x. When x is close to an eigenvector and mu is close to its eigenvalue, that subtraction can suffer cancellation of its own, and the eps needed can then be much larger than without the shift.

```lean
#print axioms ComputedEnergyVariance.isGreatest_roundoffErrors
-- 'ComputedEnergyVariance.isGreatest_roundoffErrors' depends on axioms: [propext, Classical.choice, Quot.sound]
#print axioms ComputedEnergyVariance.stopping_test_can_pass_iff
-- 'ComputedEnergyVariance.stopping_test_can_pass_iff' depends on axioms: [propext, Classical.choice, Quot.sound]
#print axioms ComputedEnergyVariance.computedVariance_eigenvector
-- 'ComputedEnergyVariance.computedVariance_eigenvector' depends on axioms: [propext, Classical.choice, Quot.sound]
#print axioms ComputedEnergyVariance.isGreatest_roundoffErrors_shifted
-- 'ComputedEnergyVariance.isGreatest_roundoffErrors_shifted' depends on axioms: [propext, Classical.choice, Quot.sound]
```
